# With one constant repulsion for every pair on the same fragment, two distant fragments sharing \(N\) electrons have positive indirect energy exactly when their charge variance exceeds \(N/2\)

## Can electrons repel each other more than their mean charges do?

For three electrons that sit all on the left or all on the right of a dissociated molecule, with probability one half each, I get a positive indirect energy. Say each pair on the same fragment costs \(w>0\) and pairs on different fragments cost nothing. There are always three pairs together, so the mean repulsion is \(3w\). The mean occupations are \(3/2\) and \(3/2\), so the Hartree energy is \(\frac w2\left(\frac94+\frac94\right)=2.25\,w\). The difference is \(+0.75\,w\).

I am used to this difference being negative, because electrons avoid each other and because the Hartree energy contains self-repulsion. Have I made a mistake, or can the sign really change? If it can, what decides it?

## The charge variance decides, and the sign does change

Your number is right. If \(k\) is the number of electrons on the first fragment, the indirect energy in your model is
\[
E_{\text{ind}} = w\left(\operatorname{Var}(k)-\frac N2\right).
\]
The term \(-wN/2\) removes a self-repulsion of \(w/2\) for each electron, which is the value for an electron that sits wholly on one fragment. For an electron spread over both fragments the Hartree energy contains less self-repulsion, and that electron's own contribution to the variance makes up the difference. The term \(w\operatorname{Var}(k)\) is the cost of charge fluctuations, and it wins when the variance exceeds \(N/2\). In your example the variance is \(9/4\) and \(N/2\) is \(3/2\).

The negative sign familiar from the exchange–correlation energy belongs to states selected by a minimisation at fixed density. Your state was not selected in that way.

### From counting pairs to the variance

Let \(p_k\) be the probability of finding \(k\) of the \(N\) electrons on the first fragment, and write \(\langle f\rangle=\sum_{k=0}^N p_k f(k)\) and \(m=\langle k\rangle\). The number of pairs on a common fragment is
\[
\frac{k(k-1)}2+\frac{(N-k)(N-k-1)}2 = k^2-Nk+\frac{N^2-N}2 .
\]
Since the probabilities sum to one, the mean repulsion is
\[
w\left(\langle k^2\rangle-Nm+\frac{N^2-N}2\right).
\]
The Hartree energy is
\[
\frac w2\left(m^2+(N-m)^2\right)=w\left(m^2-Nm+\frac{N^2}2\right).
\]
On subtraction the terms in \(Nm\) and \(N^2/2\) cancel:
\[
E_{\text{ind}}=w\left(\langle k^2\rangle-m^2-\frac N2\right).
\]
Finally, \(\operatorname{Var}(k)=\langle(k-m)^2\rangle=\langle k^2\rangle-2m\cdot m+m^2=\langle k^2\rangle-m^2\), which gives the formula.

### How large the energy can be, and why three electrons are needed

The variance is an average of squares, so it is at least zero. For the other side, \(0\le k\le N\) gives \(k^2\le Nk\), hence \(\langle k^2\rangle\le Nm\) and
\[
\operatorname{Var}(k)\le m(N-m)=\frac{N^2}4-\left(m-\frac N2\right)^2\le\frac{N^2}4 .
\]
For \(w>0\) it follows that
\[
-\frac{wN}2\le E_{\text{ind}}\le\frac{wN(N-2)}4 .
\]
Your distribution reaches the upper bound for every \(N\): the mean is \(N/2\), each outcome deviates from it by \(N/2\), and the variance is \(N^2/4\). The bound is zero or negative for \(N\le2\) and positive for \(N\ge3\), so in this model a positive indirect energy is possible exactly from three electrons on.

### Independent electrons stay on the negative side

Suppose that each electron is on the first fragment with probability \(q\), independently of the others. Then \(k\) is a sum of \(N\) independent variables with values 0 and 1. Each has mean \(q\) and variance \(q-q^2\), so \(\operatorname{Var}(k)=Nq(1-q)\) and
\[
E_{\text{ind}}=wN\left(q-q^2-\frac12\right)=-\frac{wN}2\left(q^2+(1-q)^2\right).
\]
For \(w>0\) and at least one electron this is negative. A positive value needs electrons that tend to move together.

### Four electrons in numbers

Take \(N=4\), \(w=1\), \(p_0=p_4=\frac38\) and \(p_2=\frac14\). The extreme outcomes have 6 pairs and the even split has 2, so the mean repulsion is \(\frac34\cdot6+\frac14\cdot2=5\). The mean occupations are 2 and 2, so the Hartree energy is 4 and the indirect energy is \(+1\). The formula agrees: the variance is \(\frac34\cdot4=3\), and \(3-2=1\). Independent electrons with \(q=\frac12\) have the same Hartree energy but variance 1, which gives \(1-2=-1\).

### What the Lean definitions say

The probabilities are a function `p : ℕ → ℝ`, of which only the values at \(0,\dots,N\) matter. `IsChargeDistribution N p` says that these values are nonnegative and sum to one. No wavefunction appears. The repulsion depends only on \(k\), so a superposition and a statistical mixture with the same \(p_k\) have the same energy here.

- `avg N p f` is \(\langle f\rangle\), `meanCount` is \(m\), and `chargeVariance` is the mean squared deviation from \(m\). The variance formula is therefore derived and not put in by definition.
- `repulsion` averages \(w\) times the number of pairs, written with the binomial coefficients `k.choose 2` and `(N - k).choose 2`.
- `hartree` uses only the mean occupations and keeps the self-repulsion, as the usual Hartree energy does. `indirect` is the difference of the two energies.
- `allOrNothing` is your distribution, and `independent` is the binomial one.

The identity `indirect_eq` holds for every real `w`. The sign criterion `indirect_pos_iff`, the bounds `indirect_bounds` and the three-electron threshold `exists_indirect_pos_iff` assume `0 < w`. The binomial result `indirect_independent` assumes \(0\le q\le1\).

The step from here to a real molecule is the single constant \(w\). It stands for the repulsion of any two electrons on the same fragment, whichever of the two fragments that is, whatever their orbitals and however many others are present, and also for the self-repulsion of the mean charge in the Hartree term. Real fragments relax as they gain electrons, and the Pauli principle forces a third electron into another orbital, so there these energies generally differ. Unlike fragments also have different pair energies, and then two electrons can be enough for a positive value. For example, let the pair energies be 4 on the first fragment and 1 on the second, and let two electrons sit together on the first with probability \(\frac14\) and on the second with probability \(\frac34\). The mean repulsion is then 1.75 and the Hartree energy is 1.625.

For density functionals, the model with constant \(w\) and no coupling between fragments shows that a lower bound on the indirect energy of arbitrary states need not come with an upper bound of zero. The Lieb–Oxford inequality is such a lower bound for Coulomb repulsion, in terms of an integral of the density to the power \(4/3\). The bound \(-wN/2\) is a much simpler statement, which involves only the electron number and the pair energy.

```lean
import Mathlib

open Finset

namespace FragmentIndirectEnergy

noncomputable section

/-- The numbers `p k` are the probabilities of finding `k` of the `N` electrons on the first
fragment: they are nonnegative and sum to one. -/
structure IsChargeDistribution (N : ℕ) (p : ℕ → ℝ) : Prop where
  nonneg : ∀ k ≤ N, 0 ≤ p k
  sum_one : ∑ k ∈ range (N + 1), p k = 1

/-- Average of a quantity `f k` that depends on the number `k` of electrons on the first
fragment. -/
def avg (N : ℕ) (p f : ℕ → ℝ) : ℝ := ∑ k ∈ range (N + 1), p k * f k

/-- Mean number of electrons on the first fragment. -/
def meanCount (N : ℕ) (p : ℕ → ℝ) : ℝ := avg N p (fun k => (k : ℝ))

/-- Variance of the number of electrons on the first fragment. -/
def chargeVariance (N : ℕ) (p : ℕ → ℝ) : ℝ :=
  avg N p (fun k => ((k : ℝ) - meanCount N p) ^ 2)

/-- Mean electron repulsion: an energy `w` for each pair on the same fragment, and none for
pairs on different fragments. -/
def repulsion (N : ℕ) (w : ℝ) (p : ℕ → ℝ) : ℝ :=
  avg N p (fun k => w * ((k.choose 2 : ℝ) + ((N - k).choose 2 : ℝ)))

/-- Hartree energy of the mean occupations `m` and `N - m` of the two fragments. -/
def hartree (N : ℕ) (w : ℝ) (p : ℕ → ℝ) : ℝ :=
  w / 2 * (meanCount N p ^ 2 + ((N : ℝ) - meanCount N p) ^ 2)

/-- Indirect energy: mean repulsion minus Hartree energy. -/
def indirect (N : ℕ) (w : ℝ) (p : ℕ → ℝ) : ℝ := repulsion N w p - hartree N w p

/-- The average of a quadratic function of the electron number is fixed by the first two
moments of the charge distribution. -/
theorem avg_quadratic {N : ℕ} {p : ℕ → ℝ} (hp : IsChargeDistribution N p) (f : ℕ → ℝ)
    (a b c : ℝ) (hf : ∀ k ≤ N, f k = a * (k : ℝ) ^ 2 + b * k + c) :
    avg N p f = a * avg N p (fun k => (k : ℝ) ^ 2) + b * meanCount N p + c := by
  have e : ∀ k ∈ range (N + 1),
      p k * f k = a * (p k * (k : ℝ) ^ 2) + b * (p k * (k : ℝ)) + c * p k := by
    intro k hk
    have hk' := mem_range.mp hk
    rw [hf k (by omega)]
    ring
  unfold meanCount avg
  rw [sum_congr rfl e, sum_add_distrib, sum_add_distrib, ← mul_sum, ← mul_sum, ← mul_sum,
    hp.sum_one, mul_one]

/-- The charge variance is the mean square of the electron number minus the square of its
mean. -/
theorem chargeVariance_eq {N : ℕ} {p : ℕ → ℝ} (hp : IsChargeDistribution N p) :
    chargeVariance N p = avg N p (fun k => (k : ℝ) ^ 2) - meanCount N p ^ 2 := by
  unfold chargeVariance
  rw [avg_quadratic hp _ 1 (-2 * meanCount N p) (meanCount N p ^ 2) (fun k _ => by ring)]
  ring

/-- The indirect energy of two distant fragments sharing `N` electrons is `w` times the difference
between the charge variance and `N / 2`. -/
theorem indirect_eq {N : ℕ} {p : ℕ → ℝ} (hp : IsChargeDistribution N p) (w : ℝ) :
    indirect N w p = w * (chargeVariance N p - N / 2) := by
  -- count the pairs on both fragments as a quadratic function of `k`
  have hrep := avg_quadratic hp
    (fun k => w * ((k.choose 2 : ℝ) + ((N - k).choose 2 : ℝ)))
    w (-(w * N)) (w * ((N : ℝ) ^ 2 - N) / 2) (by
      intro k hk
      simp only [Nat.cast_choose_two, Nat.cast_sub hk]
      ring)
  rw [chargeVariance_eq hp, indirect, repulsion, hrep, hartree]
  ring

/-- For a repulsive interaction the indirect energy is positive exactly when the charge variance
exceeds half the number of electrons. -/
theorem indirect_pos_iff {N : ℕ} {p : ℕ → ℝ} (hp : IsChargeDistribution N p) {w : ℝ}
    (hw : 0 < w) : 0 < indirect N w p ↔ (N : ℝ) / 2 < chargeVariance N p := by
  rw [indirect_eq hp, mul_pos_iff_of_pos_left hw, sub_pos]

/-- For a repulsive interaction the indirect energy lies between `-w N / 2` and
`w N (N - 2) / 4`. -/
theorem indirect_bounds {N : ℕ} {p : ℕ → ℝ} (hp : IsChargeDistribution N p) {w : ℝ}
    (hw : 0 < w) :
    -(w * N / 2) ≤ indirect N w p ∧ indirect N w p ≤ w * N * (N - 2) / 4 := by
  have hlow : 0 ≤ chargeVariance N p := by
    unfold chargeVariance avg
    refine sum_nonneg fun k hk => mul_nonneg (hp.nonneg k ?_) (sq_nonneg _)
    have := mem_range.mp hk
    omega
  -- no fragment holds more than `N` electrons, so `k ^ 2 ≤ N k`
  have hsq : avg N p (fun k => (k : ℝ) ^ 2) ≤ N * meanCount N p := by
    unfold meanCount avg
    rw [mul_sum]
    refine sum_le_sum fun k hk => ?_
    have hk' : k ≤ N := by
      have := mem_range.mp hk
      omega
    have hkN : (k : ℝ) ≤ N := by exact_mod_cast hk'
    have h := mul_nonneg (mul_nonneg (hp.nonneg k hk') (Nat.cast_nonneg (α := ℝ) k))
      (sub_nonneg.mpr hkN)
    nlinarith [h]
  have hhigh : chargeVariance N p ≤ (N : ℝ) ^ 2 / 4 := by
    rw [chargeVariance_eq hp]
    nlinarith [sq_nonneg (meanCount N p - (N : ℝ) / 2)]
  rw [indirect_eq hp]
  constructor
  · nlinarith [mul_nonneg hw.le hlow]
  · nlinarith [mul_nonneg hw.le (sub_nonneg.mpr hhigh)]

/-- All `N` electrons sit together, with probability one half on either fragment. -/
def allOrNothing (N : ℕ) : ℕ → ℝ := fun k =>
  (if k = 0 then 1 / 2 else 0) + (if k = N then 1 / 2 else 0)

/-- When all electrons sit together on either fragment with equal probability, the indirect
energy is `w N (N - 2) / 4`. -/
theorem indirect_allOrNothing (N : ℕ) (w : ℝ) :
    IsChargeDistribution N (allOrNothing N) ∧
      indirect N w (allOrNothing N) = w * N * (N - 2) / 4 := by
  -- only the two extreme occupations contribute to an average
  have havg : ∀ f : ℕ → ℝ, avg N (allOrNothing N) f = (f 0 + f N) / 2 := by
    intro f
    simp [avg, allOrNothing, add_mul, sum_add_distrib]
    ring
  have hp : IsChargeDistribution N (allOrNothing N) := by
    refine ⟨fun k _ => ?_, ?_⟩
    · unfold allOrNothing
      positivity
    · have h := havg (fun _ => 1)
      simp only [avg, mul_one] at h
      rw [h]
      norm_num
  refine ⟨hp, ?_⟩
  rw [indirect_eq hp]
  simp only [chargeVariance, meanCount, havg, Nat.cast_zero]
  ring

/-- For a repulsive interaction, some charge distribution has positive indirect energy exactly
when the fragments share at least three electrons. -/
theorem exists_indirect_pos_iff (N : ℕ) {w : ℝ} (hw : 0 < w) :
    (∃ p, IsChargeDistribution N p ∧ 0 < indirect N w p) ↔ 3 ≤ N := by
  constructor
  · rintro ⟨p, hp, hpos⟩
    by_contra hN
    have hN2 : (N : ℝ) ≤ 2 := by exact_mod_cast (by omega : N ≤ 2)
    have h := mul_nonneg (mul_nonneg hw.le (Nat.cast_nonneg (α := ℝ) N))
      (sub_nonneg.mpr hN2)
    nlinarith [(indirect_bounds hp hw).2]
  · intro hN
    have hN3 : (3 : ℝ) ≤ N := by exact_mod_cast hN
    refine ⟨allOrNothing N, (indirect_allOrNothing N w).1, ?_⟩
    rw [(indirect_allOrNothing N w).2]
    have h := mul_pos (mul_pos hw (by linarith : (0 : ℝ) < N))
      (by linarith : (0 : ℝ) < (N : ℝ) - 2)
    linarith

/-- Binomial charge distribution: each electron is independently on the first fragment with
probability `q`. -/
def independent (N : ℕ) (q : ℝ) : ℕ → ℝ := fun k =>
  (N.choose k : ℝ) * q ^ k * (1 - q) ^ (N - k)

/-- For electrons placed independently, with probability `q` on the first fragment, the indirect
energy is `-(w N / 2) (q ^ 2 + (1 - q) ^ 2)`. -/
theorem indirect_independent (N : ℕ) (w : ℝ) {q : ℝ} (h0 : 0 ≤ q) (h1 : q ≤ 1) :
    IsChargeDistribution N (independent N q) ∧
      indirect N w (independent N q) = -(w * N / 2) * (q ^ 2 + (1 - q) ^ 2) := by
  -- the weights are values of Bernstein polynomials, whose moments are known
  have hev : ∀ k, (bernsteinPolynomial ℝ N k).eval q = independent N q k := by
    intro k
    simp [bernsteinPolynomial, independent]
  have hsum := congrArg (Polynomial.eval q) (bernsteinPolynomial.sum ℝ N)
  have hmean := congrArg (Polynomial.eval q) (bernsteinPolynomial.sum_smul ℝ N)
  have hvar := congrArg (Polynomial.eval q) (bernsteinPolynomial.variance ℝ N)
  simp only [nsmul_eq_mul, Polynomial.eval_finsetSum, Polynomial.eval_mul,
    Polynomial.eval_pow, Polynomial.eval_sub, Polynomial.eval_natCast, Polynomial.eval_X,
    Polynomial.eval_one, hev] at hsum hmean hvar
  have hp : IsChargeDistribution N (independent N q) := by
    refine ⟨fun k _ => ?_, hsum⟩
    have h2 : 0 ≤ 1 - q := sub_nonneg.mpr h1
    unfold independent
    positivity
  have hm : meanCount N (independent N q) = N * q := by
    rw [← hmean]
    unfold meanCount avg
    exact sum_congr rfl fun k _ => mul_comm _ _
  have hv : chargeVariance N (independent N q) = N * q * (1 - q) := by
    rw [← hvar]
    unfold chargeVariance
    rw [hm]
    unfold avg
    exact sum_congr rfl fun k _ => by ring
  refine ⟨hp, ?_⟩
  rw [indirect_eq hp, hv]
  ring

end

end FragmentIndirectEnergy
```

```lean
#print axioms FragmentIndirectEnergy.indirect_pos_iff
#print axioms FragmentIndirectEnergy.exists_indirect_pos_iff
#print axioms FragmentIndirectEnergy.indirect_independent
```

```
'FragmentIndirectEnergy.indirect_pos_iff' depends on axioms: [propext, Classical.choice, Quot.sound]
'FragmentIndirectEnergy.exists_indirect_pos_iff' depends on axioms: [propext, Classical.choice, Quot.sound]
'FragmentIndirectEnergy.indirect_independent' depends on axioms: [propext, Classical.choice, Quot.sound]
```

### How the lemmas carry out the calculation

`avg_quadratic` does the averaging once and for all: if \(f(k)=ak^2+bk+c\) for \(k\le N\), then \(\langle f\rangle=a\langle k^2\rangle+bm+c\). It splits the sum into three, pulls out the constants and uses `hp.sum_one` for the last one. `chargeVariance_eq` applies it with \(a=1\), \(b=-2m\) and \(c=m^2\).

`indirect_eq` applies the same lemma to the pair count, with \(a=w\), \(b=-wN\) and \(c=w(N^2-N)/2\). `Nat.cast_choose_two` turns each binomial coefficient into the form \(k(k-1)/2\), and `Nat.cast_sub hk` turns the natural-number subtraction into the real \(N-k\), which is legitimate because \(k\le N\). The last `ring` is the cancellation against the Hartree energy. `indirect_pos_iff` then removes the positive factor \(w\).

In `indirect_bounds`, `hlow` is the nonnegativity of the variance and `hsq` is \(\langle k^2\rangle\le Nm\), proved term by term from \(p_k\,k\,(N-k)\ge0\). For `hhigh`, `nlinarith` is given the square \((m-N/2)^2\ge0\), which is the completed square above. Multiplying the two variance bounds by \(w\) gives the energy bounds.

For `indirect_allOrNothing`, the auxiliary statement `havg` reduces every average to \((f(0)+f(N))/2\). This also holds for \(N=0\), where both halves of the probability fall on the same outcome. The normalisation and the energy follow from it.

`exists_indirect_pos_iff` joins the two results. If \(N\le2\), the upper bound contradicts a positive energy. If \(N\ge3\), `allOrNothing N` is the required example.

`indirect_independent` takes its moments from Mathlib's Bernstein polynomials, whose values at \(q\) are the binomial probabilities (`hev`). Three known polynomial identities, evaluated at \(q\), give the normalisation, the mean \(Nq\) and the variance \(Nq(1-q)\). Substituting the variance into `indirect_eq` finishes the proof.
